# A positive E(p) whose phase and group velocities multiply to c² at every p > 0 is √((mc²)² + (pc)²) for one m ≥ 0

In units with c = 1, the condition (E/p) E′ = 1 says E E′ = p, so E² − p² has derivative 2E E′ − 2p = 0 and keeps one value at all positive momenta. That value is the squared mass, once it is known not to be negative.

```lean
import Mathlib

open Set

namespace PhaseGroupVelocity

noncomputable section

/-- The phase velocity `E(p) / p` of a wave with dispersion relation `E`. -/
def phaseVelocity (E : ℝ → ℝ) (p : ℝ) : ℝ := E p / p

/-- At momentum `p` the dispersion relation `E` has group velocity `v`, and the product of
phase and group velocity is `c ^ 2`. -/
def VelocityRelationAt (c : ℝ) (E : ℝ → ℝ) (v p : ℝ) : Prop :=
  HasDerivAt E v p ∧ phaseVelocity E p * v = c ^ 2

/-- The relativistic energy of a particle of mass `m` and momentum `p`. -/
def relEnergy (c m p : ℝ) : ℝ := √((m * c ^ 2) ^ 2 + (p * c) ^ 2)

/-- The combination `E ^ 2 - (p c) ^ 2` of energy and momentum. -/
def massShell (c : ℝ) (E : ℝ → ℝ) (p : ℝ) : ℝ := E p ^ 2 - (p * c) ^ 2

/-- At a positive momentum, the velocity relation implies that energy times group velocity is `c ^
2` times momentum. -/
theorem energy_mul_groupVelocity {c v p : ℝ} {E : ℝ → ℝ} (hp : 0 < p)
    (h : VelocityRelationAt c E v p) : E p * v = c ^ 2 * p := by
  have h2 : E p / p * v = c ^ 2 := h.2
  have h3 : E p * v = (E p / p * v) * p := by
    have := hp.ne'
    field_simp
  rw [h3, h2]

/-- Where the velocity relation holds at a positive momentum, `E ^ 2 - (p c) ^ 2` is stationary in
the momentum. -/
theorem massShell_hasDerivAt {c v p : ℝ} {E : ℝ → ℝ} (hp : 0 < p)
    (h : VelocityRelationAt c E v p) : HasDerivAt (massShell c E) 0 p := by
  have e := energy_mul_groupVelocity hp h
  have hf : massShell c E = fun q => E q * E q - (q * c) * (q * c) := by
    funext q
    unfold massShell
    ring
  have x : HasDerivAt (fun q : ℝ => q * c) (1 * c) p := (hasDerivAt_id' p).mul_const c
  rw [hf]
  refine ((h.1.fun_mul h.1).fun_sub (x.fun_mul x)).congr_deriv ?_
  linear_combination 2 * e

/-- If the velocity relation holds at all positive momenta, `E ^ 2 - (p c) ^ 2` takes the same
value at any two of them. -/
theorem massShell_const {c : ℝ} {E v : ℝ → ℝ}
    (h : ∀ p, 0 < p → VelocityRelationAt c E (v p) p) {p q : ℝ} (hp : 0 < p) (hq : 0 < q) :
    massShell c E p = massShell c E q := by
  have d : ∀ x ∈ Ioi (0 : ℝ), HasDerivAt (massShell c E) 0 x :=
    fun x hx => massShell_hasDerivAt hx (h x hx)
  exact isOpen_Ioi.is_const_of_deriv_eq_zero isPreconnected_Ioi
    (fun x hx => (d x hx).differentiableAt.differentiableWithinAt)
    (fun x hx => (d x hx).deriv) hp hq

/-- If the velocity relation holds at all positive momenta, `E ^ 2 - (p c) ^ 2` at each of them is
not negative. -/
theorem massShell_nonneg {c : ℝ} (hc : 0 < c) {E v : ℝ → ℝ}
    (h : ∀ p, 0 < p → VelocityRelationAt c E (v p) p) {p : ℝ} (hp : 0 < p) :
    0 ≤ massShell c E p := by
  by_contra hn
  have hneg : 0 < -massShell c E p := by linarith [not_le.mp hn]
  -- a negative value would make the energy vanish at some positive momentum `q`
  obtain ⟨q, hq, hqc⟩ : ∃ q, 0 < q ∧ (q * c) ^ 2 = -massShell c E p :=
    ⟨√(-massShell c E p) / c, div_pos (Real.sqrt_pos.mpr hneg) hc, by
      rw [div_mul_cancel₀ _ hc.ne', Real.sq_sqrt hneg.le]⟩
  have hk := massShell_const h hp hq
  have e : massShell c E q = E q ^ 2 - (q * c) ^ 2 := rfl
  have h2 : E q ^ 2 = 0 := by linarith
  have h0 : E q = 0 := (pow_eq_zero_iff two_ne_zero).mp h2
  have h3 := energy_mul_groupVelocity hq (h q hq)
  rw [h0, zero_mul] at h3
  have h4 : 0 < c ^ 2 * q := by positivity
  linarith

/-- A positive dispersion relation whose phase and group velocities multiply to `c ^ 2` at every
positive momentum is the relativistic energy for exactly one mass `m ≥ 0`. -/
theorem existsUnique_mass {c : ℝ} (hc : 0 < c) {E v : ℝ → ℝ} (hE : ∀ p, 0 < p → 0 < E p)
    (h : ∀ p, 0 < p → VelocityRelationAt c E (v p) p) :
    ∃! m : ℝ, 0 ≤ m ∧ ∀ p, 0 < p → E p = relEnergy c m p := by
  have hc2 : c ^ 2 ≠ 0 := (pow_pos hc 2).ne'
  refine ⟨√(massShell c E 1) / c ^ 2, ⟨by positivity, fun p hp => ?_⟩, ?_⟩
  · -- the constant value of the mass shell fixes the energy at every momentum
    have k : massShell c E 1 = E p ^ 2 - (p * c) ^ 2 := massShell_const h one_pos hp
    have e : (√(massShell c E 1) / c ^ 2 * c ^ 2) ^ 2 + (p * c) ^ 2 = E p ^ 2 := by
      rw [div_mul_cancel₀ _ hc2, Real.sq_sqrt (massShell_nonneg hc h one_pos)]
      linarith
    unfold relEnergy
    rw [e, Real.sqrt_sq (hE p hp).le]
  · -- the energy at a single momentum determines the mass
    rintro m ⟨hm, hme⟩
    have k : massShell c E 1 = (m * c ^ 2) ^ 2 := by
      unfold massShell
      rw [hme 1 one_pos]
      unfold relEnergy
      rw [Real.sq_sqrt (by positivity)]
      ring
    rw [k, Real.sqrt_sq (by positivity), mul_div_cancel_right₀ _ hc2]

/-- The relativistic energy of any mass has group velocity `c ^ 2 p / E` and satisfies the
velocity relation at every positive momentum. -/
theorem relEnergy_velocityRelation {c p : ℝ} (hc : 0 < c) (m : ℝ) (hp : 0 < p) :
    VelocityRelationAt c (relEnergy c m) (c ^ 2 * p / relEnergy c m p) p := by
  have hpos : 0 < (m * c ^ 2) ^ 2 + (p * c) * (p * c) := by positivity
  have x : HasDerivAt (fun q : ℝ => q * c) (1 * c) p := (hasDerivAt_id' p).mul_const c
  have d : HasDerivAt (fun q : ℝ => (m * c ^ 2) ^ 2 + (q * c) * (q * c)) (2 * c ^ 2 * p) p :=
    ((x.fun_mul x).const_add _).congr_deriv (by ring)
  have hf : relEnergy c m = fun q => √((m * c ^ 2) ^ 2 + (q * c) * (q * c)) := by
    funext q
    unfold relEnergy
    rw [pow_two (q * c)]
  have ds : HasDerivAt (relEnergy c m) (2 * c ^ 2 * p / (2 * relEnergy c m p)) p := by
    rw [hf]
    exact d.sqrt hpos.ne'
  have hE : relEnergy c m p ≠ 0 := by
    rw [hf]
    exact (Real.sqrt_pos.mpr hpos).ne'
  refine ⟨ds.congr_deriv (by rw [mul_assoc, mul_div_mul_left _ _ two_ne_zero]), ?_⟩
  unfold phaseVelocity
  have := hp.ne'
  field_simp

/-- Under the velocity relation at all positive momenta, the group velocity of a positive dispersion
relation exceeds `c` at none of them. -/
theorem groupVelocity_le {c : ℝ} (hc : 0 < c) {E v : ℝ → ℝ} (hE : ∀ p, 0 < p → 0 < E p)
    (h : ∀ p, 0 < p → VelocityRelationAt c E (v p) p) {p : ℝ} (hp : 0 < p) : v p ≤ c := by
  have e := energy_mul_groupVelocity hp (h p hp)
  have k : 0 ≤ E p ^ 2 - (p * c) ^ 2 := massShell_nonneg hc h hp
  have hEp := hE p hp
  have hge : p * c ≤ E p := by
    by_contra hlt
    nlinarith [mul_pos (sub_pos.mpr (not_le.mp hlt)) (add_pos hEp (mul_pos hp hc))]
  by_contra hv
  nlinarith [mul_pos hEp (sub_pos.mpr (not_le.mp hv)), mul_le_mul_of_nonneg_right hge hc.le]

/-- If a positive dispersion relation satisfies the velocity relation at all positive momenta, its
group velocity equals `c` at a given positive momentum exactly when `E = c p` at all positive
momenta. -/
theorem groupVelocity_eq_iff {c : ℝ} (hc : 0 < c) {E v : ℝ → ℝ} (hE : ∀ p, 0 < p → 0 < E p)
    (h : ∀ p, 0 < p → VelocityRelationAt c E (v p) p) {p : ℝ} (hp : 0 < p) :
    v p = c ↔ ∀ q, 0 < q → E q = c * q := by
  have e := energy_mul_groupVelocity hp (h p hp)
  constructor
  · intro hv q hq
    rw [hv] at e
    have h1 : E p = c * p := mul_right_cancel₀ hc.ne' (by linear_combination e)
    have k : E p ^ 2 - (p * c) ^ 2 = E q ^ 2 - (q * c) ^ 2 := massShell_const h hp hq
    rw [h1] at k
    have sq : E q ^ 2 = (c * q) ^ 2 := by linear_combination -k
    exact (sq_eq_sq₀ (hE q hq).le (by positivity)).mp sq
  · intro hq
    rw [hq p hp] at e
    exact mul_left_cancel₀ (mul_pos hc hp).ne' (by linear_combination e)

/-- For `k > 0` the dispersion relation `c √(p ^ 2 - k ^ 2)` is positive and satisfies the velocity
relation at every momentum `p > k`, but there it differs from the relativistic energy of every
real mass. -/
theorem tachyonic_branch {c k p : ℝ} (hc : 0 < c) (hk : 0 < k) (hp : k < p) :
    0 < c * √(p ^ 2 - k ^ 2) ∧
    VelocityRelationAt c (fun q => c * √(q ^ 2 - k ^ 2)) (c * p / √(p ^ 2 - k ^ 2)) p ∧
    ∀ m : ℝ, c * √(p ^ 2 - k ^ 2) ≠ relEnergy c m p := by
  have hp0 : 0 < p := hk.trans hp
  have hpos : 0 < p ^ 2 - k ^ 2 := by nlinarith
  have hs : 0 < √(p ^ 2 - k ^ 2) := Real.sqrt_pos.mpr hpos
  refine ⟨mul_pos hc hs, ⟨?_, ?_⟩, ?_⟩
  · have d : HasDerivAt (fun q : ℝ => q ^ 2 - k ^ 2) (2 * p) p := by
      simpa using (hasDerivAt_pow 2 p).sub_const (k ^ 2)
    refine ((d.sqrt hpos.ne').const_mul c).congr_deriv ?_
    rw [mul_div_mul_left _ _ two_ne_zero, mul_div_assoc]
  · change c * √(p ^ 2 - k ^ 2) / p * (c * p / √(p ^ 2 - k ^ 2)) = c ^ 2
    have h1 := hs.ne'
    have h2 := hp0.ne'
    generalize √(p ^ 2 - k ^ 2) = s at h1 ⊢
    field_simp
  · -- equality would require a negative squared mass
    intro m hm
    have h2 : (c * √(p ^ 2 - k ^ 2)) ^ 2 = (relEnergy c m p) ^ 2 := by rw [hm]
    unfold relEnergy at h2
    rw [mul_pow, Real.sq_sqrt hpos.le, Real.sq_sqrt (by positivity)] at h2
    have h3 : 0 < c ^ 2 * k ^ 2 := by positivity
    nlinarith [sq_nonneg (m * c ^ 2)]

end

end PhaseGroupVelocity
```

```lean
#print axioms PhaseGroupVelocity.existsUnique_mass
#print axioms PhaseGroupVelocity.groupVelocity_le
#print axioms PhaseGroupVelocity.groupVelocity_eq_iff
#print axioms PhaseGroupVelocity.tachyonic_branch
```

```
'PhaseGroupVelocity.existsUnique_mass' depends on axioms: [propext, Classical.choice, Quot.sound]
'PhaseGroupVelocity.groupVelocity_le' depends on axioms: [propext, Classical.choice, Quot.sound]
'PhaseGroupVelocity.groupVelocity_eq_iff' depends on axioms: [propext, Classical.choice, Quot.sound]
'PhaseGroupVelocity.tachyonic_branch' depends on axioms: [propext, Classical.choice, Quot.sound]
```

## Two velocities and one constant

A plane wave with energy E and momentum p has angular frequency E/ħ and wave number p/ħ. Its phase velocity is therefore E/p and its group velocity is dE/dp, with ħ cancelling from both. In the file, `phaseVelocity E p` is the quotient `E p / p`, and the group velocity is a number v for which `HasDerivAt E v p` holds. `VelocityRelationAt c E v p` joins this derivative statement to the equation

(E(p)/p) · v = c².

The constant c stands for the speed of light. Solved for the momentum, the condition reads p = E v/c²: it is the relativistic link between the momentum of a free particle, its energy and the velocity of its wave packet.

The main theorem, `existsUnique_mass`, assumes that c > 0, that E(p) > 0 for every p > 0, and that the relation holds at every p > 0 with group velocity v(p). It concludes that exactly one real m satisfies both m ≥ 0 and

E(p) = √((mc²)² + (pc)²) for all p > 0.

The right-hand side is `relEnergy c m p`. The restriction m ≥ 0 matters for uniqueness, because m and −m give the same energy.

Some conventions are fixed by these definitions. The energy includes the rest energy: adding a constant to E would leave the group velocity alone but change the phase velocity. Momentum is a single positive number, so directions and anisotropic dispersion are not treated. Although E is a Lean function on all of ℝ, nothing is assumed or concluded about it at p ≤ 0.

For quantum mechanics, the result identifies the positive-energy dispersion relation of a free relativistic particle in one momentum variable, given the velocity relation as a hypothesis.

## From the velocity relation to the mass

Multiplying the relation by p gives

E(p) v(p) = c² p.

Let F(p) = E(p)² − (pc)², which is `massShell c E p`. By the product rule,

F′(p) = 2E(p) v(p) − 2c² p = 0.

By the mean value theorem, F has the same value at any two positive momenta. Call this value K.

Suppose K < 0. Then q = √(−K)/c is a positive momentum with (qc)² = −K, so

E(q)² = K + (qc)² = 0.

Hence E(q) = 0, and E(q) v(q) = 0. But the relation requires E(q) v(q) = c² q > 0, a contradiction. So K ≥ 0.

Now set m = √K/c². Then (mc²)² = K and

E(p)² = (mc²)² + (pc)².

Since E(p) > 0, the positive square root is the right one. Conversely, if some m ≥ 0 reproduces E, then evaluating at p = 1 gives (mc²)² = E(1)² − c² = K, which forces m = √K/c². This proves uniqueness.

## Energy 5 at momentum 3

Take c = 1 and suppose that E(3) = 5. Then K = 25 − 9 = 16 and m = 4. The phase velocity at p = 3 is 5/3, the group velocity is p/E = 3/5, and their product is 1. The energy at any other positive momentum is now determined. At p = 7.5, for example,

E = √(16 + 56.25) = √72.25 = 8.5,

with phase velocity 17/15 and group velocity 15/17.

Exchanging the two numbers shows what a negative K would do. If E(5) = 3, then K = 9 − 25 = −16. The velocities at p = 5 are 3/5 and 5/3, and their product is again 1. Followed down to p = 4, however, this energy reaches zero, and there the relation cannot hold.

## How the Lean proof follows these steps

`energy_mul_groupVelocity` clears the denominator p. `massShell_hasDerivAt` writes the squares in F as products, applies the product rule, and closes the remaining identity with `linear_combination 2 * e`, where `e` is the equation E v = c² p. `massShell_const` turns the zero derivative into equality of F at two positive momenta.

`massShell_nonneg` is the argument by contradiction, with the same momentum q. It does not use positivity of E. That hypothesis enters `existsUnique_mass` at `Real.sqrt_sq (hE p hp).le`, where √(E(p)²) becomes E(p). The mass offered there is `√(massShell c E 1) / c ^ 2`, so the constant K is read off at p = 1, and the uniqueness half evaluates at the same point.

## Zero derivative on a connected open set

The proof turns on Mathlib's `IsOpen.is_const_of_deriv_eq_zero`, called in the file as `isOpen_Ioi.is_const_of_deriv_eq_zero`. It takes an open set, a proof that the set is preconnected, differentiability of the function on the set, and vanishing of its derivative there. It returns equality of the function's values at any two points of the set.

Here the set is `Ioi 0`, the half-line p > 0, and `isPreconnected_Ioi` says that it is in one piece. On two separated intervals a function with zero derivative could take a different value on each, which would here allow a different mass in each momentum range.

Differentiability is a separate input because Mathlib's `deriv` is set to 0 wherever a function has no derivative, so `deriv` equal to zero would by itself admit a step function. The local statement `d`, a `HasDerivAt` at each point, supplies both inputs.

## The converse, the speed limit and a restricted range

`relEnergy_velocityRelation` proves the other direction. Differentiating the square root gives

v = c² p/E(p),

and multiplying by E(p)/p gives c². This works for every real m, including m = 0, at every p > 0.

Under the hypotheses of the main theorem, `groupVelocity_le` shows v(p) ≤ c. Since K ≥ 0 and E(p) > 0, we have E(p) ≥ pc. If v(p) were greater than c, then E(p) v(p) > E(p) c ≥ c² p, against E(p) v(p) = c² p. In Lean, `nlinarith` receives the corresponding products of inequalities.

`groupVelocity_eq_iff` settles the case of equality. If v(p) = c at one momentum p, then E(p) = cp, so K = 0, and E(q) = cq at every q > 0 by positivity. In the other direction, E(p) = cp turns E(p) v(p) = c² p into v(p) = c. One momentum at which the packet travels at c is thus enough to make the dispersion relation massless throughout.

The last theorem, `tachyonic_branch`, shows what happens when small momenta are left out. For k > 0 and p > k, let

E(p) = c√(p² − k²), v(p) = cp/√(p² − k²).

The energy is positive and the two velocities multiply to c², yet

E(p)² − (pc)² = −c²k² < 0,

whereas the relativistic energy of a real mass m gives (mc²)² ≥ 0. The two energies therefore differ at every p > k. Here v(p) > c, which is what the word "tachyonic" in the theorem's name refers to; the example is a mathematical one and describes no known particle. The relation on a half-line p > k with k > 0 is thus too weak to yield a real mass, however small k is. The argument for K ≥ 0 breaks down there because the momentum at which E would vanish is k itself, which lies outside the range.
